# Energy form of a basis state with an admixture of another, for a Hermitian matrix

For a Hermitian matrix `H` on a finite-dimensional complex space, the theorem `energy_admixture` gives the energy form Re⟨x, Hx⟩ of the vector x = e_i + b e_j, where b is any complex number. The value is Re H_ii + 2 Re(H_ij b) + |b|² Re H_jj: the two diagonal terms and the interference between them. The vector is not normalised; for i ≠ j the energy expectation value is this form divided by 1 + |b|². The proof computes the conjugate of x in `hst` and the entries of Hx in `hv`, then substitutes both and compares real and imaginary parts.

In Lean, a first try:

```lean
import Mathlib

open Matrix Finset

namespace GroundEnergyBracket

noncomputable section

variable {n : Type*} [Fintype n]

/-- The energy form `⟨x, H x⟩` of a state `x` (its real part). -/
def energy (H : Matrix n n ℂ) (x : n → ℂ) : ℝ := (star x ⬝ᵥ H *ᵥ x).re

variable [DecidableEq n]

variable {H : Matrix n n ℂ}

/-- The energy form of basis state `i` with an admixture `b` of basis state `j`. -/
theorem energy_admixture (hH : H.IsHermitian) (i j : n) (b : ℂ) :
    energy H (Pi.single i 1 + Pi.single j b)
      = (H i i).re + 2 * (H i j * b).re + ‖b‖ ^ 2 * (H j j).re := by
  have hst : star (Pi.single i 1 + Pi.single j b : n → ℂ)
      = Pi.single i 1 + Pi.single j (star b) := by
    ext k
    simp only [Pi.star_apply, Pi.add_apply, Pi.single_apply]
    split_ifs <;> simp
  have hv : ∀ k, (H *ᵥ (Pi.single i 1 + Pi.single j b)) k = H k i + H k j * b := by
    intro k
    simp [mulVec_add]
  rw [energy, hst, add_dotProduct, single_dotProduct, single_dotProduct, hv, hv,
    ← hH.apply j i, Complex.sq_norm, Complex.normSq_apply]
  simp only [Complex.star_def, Complex.add_re, Complex.add_im, Complex.mul_re, Complex.mul_im,
    Complex.conj_re, Complex.conj_im, Complex.one_re, Complex.one_im]
  ring

end

end GroundEnergyBracket
```

The compiler's answer:

```
Main.lean:27:81: error: unsolved goals
n : Type u_1
inst✝¹ : Fintype n
inst✝ : DecidableEq n
H : Matrix n n ℂ
hH : H.IsHermitian
i j : n
b : ℂ
hst : star (Pi.single i 1 + Pi.single j b) = Pi.single i 1 + Pi.single j (star b)
k : n
⊢ b * H k j = H k j * b
```

Lean accepts the file once it reads:

```diff
@@ -28,4 +28,5 @@
     intro k
     simp [mulVec_add]
+    ring
   rw [energy, hst, add_dotProduct, single_dotProduct, single_dotProduct, hv, hv,
     ← hH.apply j i, Complex.sq_norm, Complex.normSq_apply]
```

Cause. The error is in `hv`, which says that entry `k` of Hx is `H k i + H k j * b`. The call `simp [mulVec_add]` does nearly all the work: it distributes the matrix over the sum, evaluates the product with each basis vector, and cancels the common term `H k i`. But the admixture term comes out with the scalar on the left, as `b * H k j`, while the statement has it on the right. What remains is `b * H k j = H k j * b`.

This is just commutativity of multiplication in ℂ, but `simp` does not use `mul_comm` unless it is given that lemma, so the goal stays open and Lean reports it as unsolved. The added `ring` closes it, since it proves identities in commutative rings whatever the order of the factors.
